# A shifted orbital Hessian gives a divergent polarizability exactly when a zero mode couples to the dipole

Suppose that the orbital Hessian of a reference state has a zero eigenvalue but no negative one, and that a small positive shift $t$ is added to its diagonal so that the response equations can be solved. The solver now returns a finite polarizability, whatever the state of the unshifted problem. If the dipole operator excites a zero mode, that number grows without limit as the shift is reduced to zero. If it excites none, the number stays bounded. A single finite value does not distinguish the two cases.

The criterion below does, for a real symmetric positive semidefinite Hessian $A$ and a fixed dipole vector $b$. As $t\to0^+$,

$$\alpha(t)=b^{T}(A+tI)^{-1}b\to+\infty$$

if and only if some vector $v$ satisfies $Av=0$ and $v\cdot b\neq0$. This applies to coupled-perturbed Hartree–Fock or Kohn–Sham calculations near an orbital instability, within a finite real basis and a one-parameter model in which every Hessian eigenvalue shifts by the same $t$.

## Orbital displacements and a symmetric Hessian

The finite type `n` labels the independent orbital rotations, for example occupied–virtual pairs. A displacement of the orbitals is a real vector `n → ℝ`, with one amplitude for each rotation.

```lean
import Mathlib

open Matrix Filter Topology

namespace PolarizabilityDivergence

noncomputable section

variable {n : Type*} [Fintype n]
```

The Hessian is a matrix of second derivatives of the energy, so it is symmetric. For any two displacements,

$$x\cdot Ay=(A^{T}x)\cdot y=(Ax)\cdot y=y\cdot Ax .$$

In Lean, `⬝ᵥ` is the dot product, `*ᵥ` applies a matrix to a vector, and `A.IsSymm` says that $A^T=A$.

```lean
/-- A real symmetric matrix can be moved from one side of the dot product to the other. -/
theorem dot_symm {A : Matrix n n ℝ} (hA : A.IsSymm) (x y : n → ℝ) :
    x ⬝ᵥ A *ᵥ y = y ⬝ᵥ A *ᵥ x := by
  rw [Matrix.dotProduct_mulVec, ← Matrix.mulVec_transpose, hA.eq, dotProduct_comm]
```

## Shift, response and polarizability

The shifted Hessian is $H_t=A+tI$. The parameter $t$ can be read as a shift kept in the equations that are solved or, when $A$ has a zero mode, as a simple measure of the distance from an instability. A level shift that only helps the iterations to converge is different: it leaves the converged response unchanged. In a real molecule whose geometry is varied, the eigenvalues move at different rates and $b$ changes too; neither effect is in the model.

```lean
variable [DecidableEq n]

/-- The orbital Hessian `A` with all its eigenvalues shifted by `t`. -/
def shiftedHessian (A : Matrix n n ℝ) (t : ℝ) : Matrix n n ℝ := A + t • 1
```

In a unit field the orbitals respond by $H_t^{-1}b$. The vector $b$ holds the dipole matrix elements along one field direction, with any numerical prefactors of the chosen response convention absorbed into $A$ and $b$.

```lean
/-- The orbital response to a unit field with dipole vector `b`, defined by the inverse of the
shifted Hessian where that matrix is nonsingular. -/
def response (A : Matrix n n ℝ) (b : n → ℝ) (t : ℝ) : n → ℝ := (shiftedHessian A t)⁻¹ *ᵥ b
```

The polarizability is the projection of this response on the dipole vector. It is one diagonal component of the polarizability tensor.

```lean
/-- The static polarizability `bᵀ (A + t I)⁻¹ b`, for `A + t I` nonsingular. -/
def polarizability (A : Matrix n n ℝ) (b : n → ℝ) (t : ℝ) : ℝ := b ⬝ᵥ response A b t
```

The name is justified by an energy. Count the displacement $x$ and the field strength $F$ as small quantities of the same order. The field also changes the curvature of the energy, but that term is of order $Fx^2$, which is third order, and is dropped. To second order,

$$E_F(x)=\tfrac12\,x\cdot H_t x-F\,b\cdot x .$$

The field-free energy of the reference is the zero of this scale, and there is no term linear in $x$ at $F=0$ because the reference is stationary. A permanent dipole would add a term linear in $F$ and independent of $x$, which leaves the polarizability unchanged.

```lean
/-- The part of the energy that depends on the orbital displacement `x` in a static field of
strength `F`, to second order in `x` and `F` counted together. -/
def fieldEnergy (A : Matrix n n ℝ) (b : n → ℝ) (t F : ℝ) (x : n → ℝ) : ℝ :=
  (x ⬝ᵥ shiftedHessian A t *ᵥ x) / 2 - F * (b ⬝ᵥ x)
```

Applied to a vector, the shifted Hessian gives $H_tx=Ax+tx$.

```lean
/-- The shifted Hessian acts as the Hessian plus `t` times the identity. -/
theorem shiftedHessian_mulVec (A : Matrix n n ℝ) (t : ℝ) (x : n → ℝ) :
    shiftedHessian A t *ᵥ x = A *ᵥ x + t • x := by
  simp [shiftedHessian, Matrix.add_mulVec, Matrix.smul_mulVec, Matrix.one_mulVec]
```

## A positive shift makes the response equation solvable

The hypothesis `hpos` states that $x\cdot Ax\ge0$ for every $x$. Physically, no orbital rotation in the chosen space lowers the energy to second order: the reference is stable, or just at the edge of stability.

Let $t>0$ and suppose that $H_tv=0$ with $v\neq0$. Taking the dot product with $v$ gives

$$0=v\cdot Av+t\,v\cdot v\ \ge\ t\,v\cdot v>0,$$

a contradiction. So $H_t$ is nonsingular, and $x=H_t^{-1}b$ satisfies $H_tx=b$. The proof obtains $v$ from the assumption that the determinant vanishes, and `linarith` finds the contradiction.

```lean
/-- For a positive semidefinite Hessian and a shift `t > 0`, the response solves the linear
response equation `(A + t I) x = b`. -/
theorem response_equation {A : Matrix n n ℝ} (hpos : ∀ x, 0 ≤ x ⬝ᵥ A *ᵥ x)
    (b : n → ℝ) {t : ℝ} (ht : 0 < t) :
    shiftedHessian A t *ᵥ response A b t = b := by
  -- a null vector of the shifted Hessian would have zero length
  have hdet : (shiftedHessian A t).det ≠ 0 := by
    intro h
    obtain ⟨v, hv, h0⟩ := Matrix.exists_mulVec_eq_zero_iff.mpr h
    rw [shiftedHessian_mulVec] at h0
    have h1 : v ⬝ᵥ (A *ᵥ v + t • v) = 0 := by rw [h0, dotProduct_zero]
    rw [dotProduct_add, dotProduct_smul, smul_eq_mul] at h1
    have h2 : 0 ≤ v ⬝ᵥ v := Finset.sum_nonneg fun i _ => mul_self_nonneg (v i)
    have h3 : 0 < v ⬝ᵥ v := lt_of_le_of_ne h2 (Ne.symm (mt dotProduct_self_eq_zero.mp hv))
    linarith [hpos v, mul_pos ht h3]
  unfold response
  rw [Matrix.mulVec_mulVec, Matrix.mul_nonsing_inv _ (isUnit_iff_ne_zero.mpr hdet),
    Matrix.one_mulVec]
```

## The relaxed energy is $-\alpha F^2/2$

Write $r=H_t^{-1}b$ for the unit-field response, so that $H_tr=b$ and $\alpha=b\cdot r$. Let $d=x-Fr$. By symmetry, $r\cdot H_tx=x\cdot H_tr=b\cdot x$, and therefore

$$d\cdot H_td=x\cdot H_tx-2F\,b\cdot x+F^2\alpha .$$

Dividing by two and rearranging,

$$E_F(x)=\tfrac12\,d\cdot H_td-\tfrac12\alpha F^2 .$$

The first term is nonnegative, since $d\cdot H_td=d\cdot Ad+t\,d\cdot d$, and it vanishes at $x=Fr$. The minimum is $-\alpha F^2/2$.

`IsLeast` applied to the range of `fieldEnergy` has two parts. The first bullet evaluates the energy at $Fr$, and the second completes the square to show that no displacement does better.

```lean
/-- For a symmetric positive semidefinite Hessian and `t > 0`, the least value of `fieldEnergy` over
all displacements in a field `F` is `-α F² / 2`, where `α` is the polarizability. -/
theorem relaxed_energy {A : Matrix n n ℝ} (hA : A.IsSymm) (hpos : ∀ x, 0 ≤ x ⬝ᵥ A *ᵥ x)
    (b : n → ℝ) {t : ℝ} (ht : 0 < t) (F : ℝ) :
    IsLeast (Set.range (fieldEnergy A b t F)) (-(polarizability A b t * F ^ 2 / 2)) := by
  have hr := response_equation hpos b ht
  constructor
  · refine ⟨F • response A b t, ?_⟩
    simp only [fieldEnergy, polarizability, Matrix.mulVec_smul, hr, smul_dotProduct,
      dotProduct_smul, smul_eq_mul, dotProduct_comm (response A b t) b]
    ring
  · rintro _ ⟨x, rfl⟩
    have hH : (shiftedHessian A t).IsSymm := by
      simp [Matrix.IsSymm, shiftedHessian, hA.eq]
    have hs := dot_symm hH (response A b t) x
    rw [hr] at hs
    -- complete the square around the relaxed displacement
    have hd : ∀ d : n → ℝ, 0 ≤ d ⬝ᵥ shiftedHessian A t *ᵥ d := by
      intro d
      have h2 : 0 ≤ d ⬝ᵥ d := Finset.sum_nonneg fun i _ => mul_self_nonneg (d i)
      rw [shiftedHessian_mulVec, dotProduct_add, dotProduct_smul, smul_eq_mul]
      exact add_nonneg (hpos d) (mul_nonneg ht.le h2)
    have h := hd (x - F • response A b t)
    simp only [Matrix.mulVec_sub, Matrix.mulVec_smul, hr, sub_dotProduct, dotProduct_sub,
      smul_dotProduct, dotProduct_smul, smul_eq_mul, hs,
      dotProduct_comm (response A b t) b, dotProduct_comm x b] at h
    simp only [fieldEnergy, polarizability]
    nlinarith [h]
```

## A zero mode bounds the polarizability from below

Let $Av=0$ and $t>0$. From here on $x$ denotes the unit-field response, as in the code, so $Ax+tx=b$. Projecting this equation on the zero mode removes the Hessian term:

$$v\cdot b=v\cdot Ax+t\,v\cdot x=x\cdot Av+t\,v\cdot x=t\,v\cdot x .$$

Projecting it on the response itself gives

$$\alpha(t)=b\cdot x=x\cdot Ax+t\,x\cdot x\ \ge\ t\,x\cdot x .$$

The Cauchy–Schwarz inequality connects the two:

$$(v\cdot b)^2=t^2(v\cdot x)^2\le t^2(v\cdot v)(x\cdot x)\le t\,(v\cdot v)\,\alpha(t).$$

For a normalised zero mode this reads $\alpha(t)\ge(v\cdot b)^2/t$. The code leaves $v$ unnormalised and keeps the factor $v\cdot v$. The two projections are `h1` and `h2`, and `hcs` is Cauchy–Schwarz.

```lean
/-- For a symmetric positive semidefinite Hessian with zero mode `v` and `t > 0`, the
polarizability obeys `(v·b)² ≤ t (v·v) α(t)`. -/
theorem zero_mode_bound {A : Matrix n n ℝ} (hA : A.IsSymm) (hpos : ∀ x, 0 ≤ x ⬝ᵥ A *ᵥ x)
    (b : n → ℝ) {v : n → ℝ} (hv : A *ᵥ v = 0) {t : ℝ} (ht : 0 < t) :
    (v ⬝ᵥ b) ^ 2 ≤ t * (v ⬝ᵥ v) * polarizability A b t := by
  have hr := response_equation hpos b ht
  rw [shiftedHessian_mulVec] at hr
  unfold polarizability
  generalize response A b t = x at hr ⊢
  -- project the response equation on the zero mode and on the response itself
  have h1 : v ⬝ᵥ b = t * (v ⬝ᵥ x) := by
    rw [← hr, dotProduct_add, dotProduct_smul, smul_eq_mul, dot_symm hA v x, hv,
      dotProduct_zero, zero_add]
  have h2 : b ⬝ᵥ x = x ⬝ᵥ A *ᵥ x + t * (x ⬝ᵥ x) := by
    rw [dotProduct_comm, ← hr, dotProduct_add, dotProduct_smul, smul_eq_mul]
  have hcs : (v ⬝ᵥ x) ^ 2 ≤ (v ⬝ᵥ v) * (x ⬝ᵥ x) := by
    have h := Finset.sum_mul_sq_le_sq_mul_sq Finset.univ v x
    simp only [dotProduct, ← pow_two]
    exact h
  have hvv : 0 ≤ v ⬝ᵥ v := Finset.sum_nonneg fun i _ => mul_self_nonneg (v i)
  have h3 := mul_le_mul_of_nonneg_left hcs (sq_nonneg t)
  have h4 := mul_nonneg (mul_nonneg ht.le hvv) (hpos x)
  rw [h1, h2]
  linarith
```

## Divergence at least as fast as $1/t$

If $v\cdot b\neq0$, then $v\neq0$, and the constant

$$c=\frac{(v\cdot b)^2}{v\cdot v}$$

is positive. The bound becomes $\alpha(t)\ge c/t$ for every $t>0$, and the right-hand side tends to $+\infty$.

In the statement, `𝓝[>] 0` means that $t$ approaches zero through positive values, and `atTop` means that the polarizability eventually exceeds every real number. The hypothesis `hb` says that $b$ is not orthogonal to the kernel of $A$. The proof compares $\alpha(t)$ with $c\,t^{-1}$ through `tendsto_atTop_mono'`.

```lean
/-- If a symmetric positive semidefinite Hessian has a zero mode `v` with `v·b ≠ 0`, the
polarizability tends to `+∞` as the shift `t` tends to zero from above. -/
theorem polarizability_diverges {A : Matrix n n ℝ} (hA : A.IsSymm)
    (hpos : ∀ x, 0 ≤ x ⬝ᵥ A *ᵥ x) {b : n → ℝ} (hb : ∃ v, A *ᵥ v = 0 ∧ v ⬝ᵥ b ≠ 0) :
    Tendsto (polarizability A b) (𝓝[>] 0) atTop := by
  obtain ⟨v, hv, hvb⟩ := hb
  have hv0 : v ≠ 0 := by
    rintro rfl
    exact hvb (zero_dotProduct b)
  have h2 : 0 ≤ v ⬝ᵥ v := Finset.sum_nonneg fun i _ => mul_self_nonneg (v i)
  have hvv : 0 < v ⬝ᵥ v := lt_of_le_of_ne h2 (Ne.symm (mt dotProduct_self_eq_zero.mp hv0))
  have hc : 0 < (v ⬝ᵥ b) ^ 2 / (v ⬝ᵥ v) := div_pos (pow_pos_of_ne hvb) hvv
  -- compare with a positive multiple of `1 / t`
  refine tendsto_atTop_mono' _ ?_ (tendsto_inv_nhdsGT_zero.const_mul_atTop hc)
  filter_upwards [self_mem_nhdsWithin] with t ht
  have ht' : 0 < t := ht
  rw [← div_eq_mul_inv, div_div, div_le_iff₀ (mul_pos hvv ht')]
  linarith [zero_mode_bound hA hpos b hv ht']
where
  pow_pos_of_ne {r : ℝ} (h : r ≠ 0) : 0 < r ^ 2 := by positivity
```

## A solvable static problem keeps it bounded

For the converse, suppose first that $b=Ay$ for some $y$, so that the unshifted response equation has a solution. The shifted response $x$ satisfies $Ax+tx=Ay$, hence

$$\alpha(t)=x\cdot Ay=x\cdot Ax+t\,x\cdot x .$$

Positivity applied to $y-x$ gives

$$0\le(y-x)\cdot A(y-x)=y\cdot Ay-2\,x\cdot Ay+x\cdot Ax .$$

Here $x\cdot Ay=\alpha(t)$ and $x\cdot Ax=\alpha(t)-t\,x\cdot x$. Substituting both,

$$\alpha(t)\le y\cdot Ay-t\,x\cdot x\le y\cdot Ay .$$

The bound does not depend on $t$.

```lean
/-- If the dipole vector is `A y`, with `A` symmetric positive semidefinite, the polarizability
is at most `y·A y` for every `t > 0`. -/
theorem polarizability_bounded {A : Matrix n n ℝ} (hA : A.IsSymm)
    (hpos : ∀ x, 0 ≤ x ⬝ᵥ A *ᵥ x) (y : n → ℝ) {t : ℝ} (ht : 0 < t) :
    polarizability A (A *ᵥ y) t ≤ y ⬝ᵥ A *ᵥ y := by
  have hr := response_equation hpos (A *ᵥ y) ht
  rw [shiftedHessian_mulVec] at hr
  unfold polarizability
  generalize response A (A *ᵥ y) t = x at hr ⊢
  have h1 : x ⬝ᵥ A *ᵥ y = x ⬝ᵥ A *ᵥ x + t * (x ⬝ᵥ x) := by
    rw [← hr, dotProduct_add, dotProduct_smul, smul_eq_mul]
  have h2 := hpos (y - x)
  simp only [Matrix.mulVec_sub, sub_dotProduct, dotProduct_sub, dot_symm hA y x] at h2
  have hxx : 0 ≤ x ⬝ᵥ x := Finset.sum_nonneg fun i _ => mul_self_nonneg (x i)
  rw [dotProduct_comm]
  linarith [mul_nonneg ht.le hxx]
```

## Orthogonality to the zero modes gives a static solution

It remains to find $y$ when $b$ is orthogonal to every zero mode. Suppose that $b$ were not in the range of $A$. Then some linear functional would vanish on the whole range but not at $b$. In a finite basis such a functional is a dot product with a vector $v$, so

$$v\cdot Az=0\ \text{ for all } z,\qquad v\cdot b\neq0 .$$

Choosing $z=Av$ and using symmetry,

$$(Av)\cdot(Av)=v\cdot A(Av)=0,$$

so $Av=0$. Thus $v$ is a zero mode with $v\cdot b\neq0$, contrary to assumption. The code calls the functional `f` and builds $v$ from its values on the unit vectors. Positivity is not needed here.

```lean
/-- If the dipole vector is orthogonal to every zero mode of a symmetric Hessian, the unshifted
response equation `A y = b` has a solution. -/
theorem exists_static_response {A : Matrix n n ℝ} (hA : A.IsSymm) {b : n → ℝ}
    (h : ∀ v, A *ᵥ v = 0 → v ⬝ᵥ b = 0) : ∃ y, A *ᵥ y = b := by
  by_contra hne
  have hb : b ∉ LinearMap.range A.mulVecLin := by
    rintro ⟨y, hy⟩
    exact hne ⟨y, hy⟩
  -- a functional that vanishes on the range but not on `b` is a zero mode
  obtain ⟨f, hfb, hf⟩ := Submodule.exists_dual_map_eq_bot_of_notMem hb inferInstance
  obtain ⟨v, hv⟩ : ∃ v : n → ℝ, ∀ x, f x = v ⬝ᵥ x :=
    ⟨fun i => f (fun j => if i = j then 1 else 0), fun x => by
      rw [LinearMap.pi_apply_eq_sum_univ f x]
      exact Finset.sum_congr rfl fun i _ => mul_comm _ _⟩
  have hAv : A *ᵥ v = 0 := by
    apply dotProduct_self_eq_zero.mp
    rw [dot_symm hA (A *ᵥ v) v, ← hv]
    have hm : f (A *ᵥ (A *ᵥ v)) ∈ (LinearMap.range A.mulVecLin).map f :=
      ⟨_, ⟨A *ᵥ v, rfl⟩, rfl⟩
    rw [hf] at hm
    exact (Submodule.mem_bot ℝ).mp hm
  exact hfb ((hv b).trans (h v hAv))
```

## The criterion in both directions

One direction is the divergence already shown. For the other, suppose that $\alpha(t)\to+\infty$ while every zero mode is orthogonal to $b$. Then $b=Ay$ for some $y$, and $\alpha(t)\le y\cdot Ay$ for all $t>0$. Divergence would supply a positive $t$ with $\alpha(t)>y\cdot Ay$, which is impossible.

```lean
/-- For a symmetric positive semidefinite Hessian, the polarizability tends to `+∞` as `t` tends
to zero from above exactly when some zero mode `v` has `v·b ≠ 0`. -/
theorem polarizability_diverges_iff {A : Matrix n n ℝ} (hA : A.IsSymm)
    (hpos : ∀ x, 0 ≤ x ⬝ᵥ A *ᵥ x) (b : n → ℝ) :
    Tendsto (polarizability A b) (𝓝[>] 0) atTop ↔ ∃ v, A *ᵥ v = 0 ∧ v ⬝ᵥ b ≠ 0 := by
  refine ⟨fun hlim => ?_, polarizability_diverges hA hpos⟩
  by_contra hno
  push Not at hno
  obtain ⟨y, rfl⟩ := exists_static_response hA hno
  -- the uniform bound contradicts divergence
  obtain ⟨t, hlarge, ht⟩ :=
    ((hlim.eventually_gt_atTop (y ⬝ᵥ A *ᵥ y)).and self_mem_nhdsWithin).exists
  exact not_lt_of_ge (polarizability_bounded hA hpos y ht) hlarge

end

end PolarizabilityDivergence
```

```lean
#print axioms PolarizabilityDivergence.relaxed_energy
-- 'PolarizabilityDivergence.relaxed_energy' depends on axioms: [propext, Classical.choice, Quot.sound]
#print axioms PolarizabilityDivergence.polarizability_diverges_iff
-- 'PolarizabilityDivergence.polarizability_diverges_iff' depends on axioms: [propext, Classical.choice, Quot.sound]
```

## One orbital rotation

With a single rotation, $A$ is a number $a\ge0$ and

$$\alpha(t)=\frac{b^2}{a+t}.$$

If $a=0$ and $b\neq0$, this is $b^2/t$, and the zero-mode bound holds with equality. If $a>0$, then $y=b/a$ and the upper bound is $b^2/a$, the unshifted polarizability. If $a=b=0$, the Hessian is singular but $\alpha(t)=0$ for every $t>0$: a vanishing eigenvalue alone does not produce a divergence.

## Reading a nearly singular response calculation

A response code usually solves its linear equations iteratively and then evaluates $b\cdot x$, without forming the inverse. If a shift is included, so that the equation solved is $(A+tI)x=b$, repeating the solution with smaller and smaller shifts separates the two cases. How small they have to be depends on the nonzero eigenvalues of $A$ and on the strength of the coupling: a weakly coupled zero mode can stay hidden behind the other modes until $t$ is very small. With a dipole-active zero mode, $t\,\alpha(t)$ settles at the squared length of the part of $b$ that lies in the kernel of $A$; otherwise it tends to zero. This follows from expanding $b$ in eigenvectors of $A$, a step that the Lean development does not take.

Close to a genuine divergence the displacement $Fx$ becomes large even in a weak field, and the quadratic energy is then no longer a reliable description of the molecule.
